# Coulomb and Feynman gauge give the same one-photon exchange between conserved currents, for nonzero spatial momentum off the light cone

If the photon tensors of Coulomb gauge and Feynman gauge gave different results between the currents of a scattering process, the tree-level amplitude would depend on a choice that has no physical meaning. For a photon momentum with nonzero spatial part and nonzero invariant square, the two results are equal whenever both currents are conserved.

```lean
import Mathlib

open Finset

namespace CoulombFeynmanGauge

noncomputable section

variable {d : ℕ}

/-- The squared length `|K|²` of the spatial momentum. -/
def spatialSq (K : Fin d → ℝ) : ℝ := ∑ i, K i ^ 2

/-- The invariant square `k² = w² - |K|²` of the momentum `k = (w, K)`. -/
def kSq (w : ℝ) (K : Fin d → ℝ) : ℝ := w ^ 2 - spatialSq K

/-- The momentum `k = (w, K)`, with the time component at index `0`. -/
def momentum (w : ℝ) (K : Fin d → ℝ) : Fin (d + 1) → ℝ := Matrix.vecCons w K

/-- The diagonal entries of the metric: `+1` for time and `-1` for space. -/
def signature (m : Fin (d + 1)) : ℝ := if m = 0 then 1 else -1

/-- The Minkowski metric `g = diag(1, -1, ..., -1)`. -/
def metric (m n : Fin (d + 1)) : ℝ := if m = n then signature m else 0

/-- The Feynman-gauge tensor `-g/k²`, for `k² ≠ 0`. -/
def feynman (w : ℝ) (K : Fin d → ℝ) (m n : Fin (d + 1)) : ℝ :=
  -metric m n / kSq w K

/-- The Coulomb-gauge tensor, for `K ≠ 0` and `k² ≠ 0`: `1/|K|²` in the time-time entry,
zero in the mixed entries, and `(δ_ij - K_i K_j/|K|²)/k²` in the spatial block. -/
def coulomb (w : ℝ) (K : Fin d → ℝ) : Fin (d + 1) → Fin (d + 1) → ℝ :=
  Matrix.vecCons (Matrix.vecCons (1 / spatialSq K) (fun _ => 0))
    (fun i => Matrix.vecCons 0
      (fun j => ((if i = j then 1 else 0) - K i * K j / spatialSq K) / kSq w K))

/-- The vector `a = (w, -K)/(2 |K|² k²)`, for `K ≠ 0` and `k² ≠ 0`. -/
def gaugeVector (w : ℝ) (K : Fin d → ℝ) : Fin (d + 1) → ℝ :=
  Matrix.vecCons (w / (2 * spatialSq K * kSq w K))
    (fun i => -K i / (2 * spatialSq K * kSq w K))

/-- The Minkowski product `p·J` of a real vector and a complex current. -/
def fourDot (p : Fin (d + 1) → ℝ) (J : Fin (d + 1) → ℂ) : ℂ :=
  ∑ m, ((signature m * p m : ℝ) : ℂ) * J m

/-- The contraction `J_m D^mn J'_n` of a tensor between two currents, whose indices are
lowered with the metric. -/
def contract (D : Fin (d + 1) → Fin (d + 1) → ℝ) (J J' : Fin (d + 1) → ℂ) : ℂ :=
  ∑ m, ∑ n, ((signature m : ℂ) * J m) * (D m n : ℂ) * ((signature n : ℂ) * J' n)

/-- A unit charge density with no spatial current. -/
def bareCharge : Fin (d + 1) → ℂ := Matrix.vecCons 1 (fun _ => 0)

/-- A nonzero spatial momentum has nonzero squared length. -/
theorem spatialSq_ne_zero {K : Fin d → ℝ} (hK : K ≠ 0) : spatialSq K ≠ 0 := by
  intro h
  apply hK
  funext i
  have hi := (Finset.sum_eq_zero_iff_of_nonneg
    (fun i _ => sq_nonneg (K i))).mp h i (Finset.mem_univ i)
  exact (pow_eq_zero_iff two_ne_zero).mp hi

/-- For `K ≠ 0` and `k² ≠ 0`, the Coulomb-gauge tensor is the Feynman-gauge tensor plus
`k^m a^n + a^m k^n`, with `a = (w, -K)/(2 |K|² k²)`. -/
theorem coulomb_decomposition {w : ℝ} {K : Fin d → ℝ} (hK : K ≠ 0) (hk : kSq w K ≠ 0)
    (m n : Fin (d + 1)) :
    coulomb w K m n = feynman w K m n +
      (momentum w K m * gaugeVector w K n + gaugeVector w K m * momentum w K n) := by
  have hS := spatialSq_ne_zero hK
  cases m using Fin.cases with
  | zero =>
    cases n using Fin.cases with
    | zero =>
      -- the time-time entry rests on k² + |K|² = w²
      simp only [coulomb, feynman, metric, signature, momentum, gaugeVector,
        Matrix.cons_val_zero, if_true]
      field_simp
      simp only [kSq]
      ring
    | succ j =>
      have h0 : (0 : Fin (d + 1)) ≠ j.succ := (Fin.succ_ne_zero j).symm
      simp only [coulomb, feynman, metric, momentum, gaugeVector,
        Matrix.cons_val_zero, Matrix.cons_val_succ, if_neg h0]
      ring
  | succ i =>
    cases n using Fin.cases with
    | zero =>
      simp only [coulomb, feynman, metric, momentum, gaugeVector,
        Matrix.cons_val_zero, Matrix.cons_val_succ, if_neg (Fin.succ_ne_zero i)]
      ring
    | succ j =>
      simp only [coulomb, feynman, metric, signature, momentum, gaugeVector,
        Matrix.cons_val_succ, Fin.succ_inj, if_neg (Fin.succ_ne_zero i)]
      split_ifs <;> ring

/-- For `K ≠ 0` and `k² ≠ 0`, the vector `a` is the only one that relates the two tensors
in this way. -/
theorem gaugeVector_unique {w : ℝ} {K : Fin d → ℝ} (hK : K ≠ 0) (hk : kSq w K ≠ 0)
    (b : Fin (d + 1) → ℝ)
    (hb : ∀ m n, coulomb w K m n = feynman w K m n +
      (momentum w K m * b n + b m * momentum w K n)) :
    b = gaugeVector w K := by
  obtain ⟨i, hi⟩ := Function.ne_iff.mp hK
  have hc : momentum w K i.succ ≠ 0 := by simpa [momentum] using hi
  have e : ∀ m n, momentum w K m * b n + b m * momentum w K n =
      momentum w K m * gaugeVector w K n + gaugeVector w K m * momentum w K n := by
    intro m n
    linarith [hb m n, coulomb_decomposition hK hk m n]
  -- a diagonal entry fixes one component, and its row fixes the others
  have hbi : b i.succ = gaugeVector w K i.succ :=
    mul_left_cancel₀ hc (by linarith [e i.succ i.succ])
  funext n
  apply mul_left_cancel₀ hc
  have hn := e i.succ n
  rw [hbi] at hn
  linarith

/-- Adding `k^m a^n + a^m k^n` to any tensor changes its contraction between two currents
by `(k·J)(a·J') + (a·J)(k·J')`. -/
theorem contract_add_gauge (E : Fin (d + 1) → Fin (d + 1) → ℝ)
    (k a : Fin (d + 1) → ℝ) (J J' : Fin (d + 1) → ℂ) :
    contract (fun m n => E m n + (k m * a n + a m * k n)) J J' =
      contract E J J' + (fourDot k J * fourDot a J' + fourDot a J * fourDot k J') := by
  simp only [contract, fourDot, Finset.sum_mul_sum, ← Finset.sum_add_distrib]
  refine Finset.sum_congr rfl fun m _ => Finset.sum_congr rfl fun n _ => ?_
  push_cast
  ring

/-- For `K ≠ 0` and `k² ≠ 0`, the Coulomb and Feynman tensors differ by
`k^m a^n + a^m k^n`, and they have equal contractions between any two currents with
`k·J = 0` and `k·J' = 0`. -/
theorem coulomb_feynman_equivalence {w : ℝ} {K : Fin d → ℝ}
    (hK : K ≠ 0) (hk : kSq w K ≠ 0) :
    (∀ m n, coulomb w K m n = feynman w K m n +
      (momentum w K m * gaugeVector w K n + gaugeVector w K m * momentum w K n)) ∧
    ∀ J J' : Fin (d + 1) → ℂ,
      fourDot (momentum w K) J = 0 → fourDot (momentum w K) J' = 0 →
        contract (coulomb w K) J J' = contract (feynman w K) J J' := by
  refine ⟨coulomb_decomposition hK hk, fun J J' hJ hJ' => ?_⟩
  have hD : coulomb w K = fun m n => feynman w K m n +
      (momentum w K m * gaugeVector w K n + gaugeVector w K m * momentum w K n) := by
    funext m n
    exact coulomb_decomposition hK hk m n
  -- each gauge term carries a factor k·J or k·J'
  rw [hD, contract_add_gauge, hJ, hJ']
  ring

/-- For `K ≠ 0` and `k² ≠ 0`, the two tensors give a unit charge density without spatial
current the same self-contraction exactly when `w = 0`. -/
theorem bareCharge_contract_eq_iff {w : ℝ} {K : Fin d → ℝ}
    (hK : K ≠ 0) (hk : kSq w K ≠ 0) :
    contract (coulomb w K) bareCharge bareCharge =
      contract (feynman w K) bareCharge bareCharge ↔ w = 0 := by
  -- only the time-time entry is seen by a bare charge
  have hc : ∀ D : Fin (d + 1) → Fin (d + 1) → ℝ,
      contract D bareCharge bareCharge = (D 0 0 : ℂ) := by
    intro D
    simp [contract, bareCharge, signature, Fin.sum_univ_succ]
  rw [hc, hc, Complex.ofReal_inj]
  have h00 := coulomb_decomposition hK hk 0 0
  simp only [momentum, gaugeVector, Matrix.cons_val_zero] at h00
  constructor
  · intro h
    by_contra hw
    have hne : w * (w / (2 * spatialSq K * kSq w K)) ≠ 0 :=
      mul_ne_zero hw (div_ne_zero hw
        (mul_ne_zero (mul_ne_zero two_ne_zero (spatialSq_ne_zero hK)) hk))
    exact hne (by linarith)
  · intro hw
    rw [h00, hw]
    ring

end

end CoulombFeynmanGauge
```

```lean
#print axioms CoulombFeynmanGauge.gaugeVector_unique
-- 'CoulombFeynmanGauge.gaugeVector_unique' depends on axioms: [propext, Classical.choice, Quot.sound]
#print axioms CoulombFeynmanGauge.coulomb_feynman_equivalence
-- 'CoulombFeynmanGauge.coulomb_feynman_equivalence' depends on axioms: [propext, Classical.choice, Quot.sound]
#print axioms CoulombFeynmanGauge.bareCharge_contract_eq_iff
-- 'CoulombFeynmanGauge.bareCharge_contract_eq_iff' depends on axioms: [propext, Classical.choice, Quot.sound]
```

## Two tensors for one exchanged photon

Two charged particles exchange a photon with energy $w$ and spatial momentum $K$, in units with $\hbar = c = 1$. Textbooks often write $\omega$ and $\mathbf k$ for these. The full momentum is $k = (w, K)$, and with $S = |K|^2$ its invariant square is $k^2 = w^2 - S$. The metric is $g = \mathrm{diag}(1,-1,\dots,-1)$.

In Feynman gauge the photon is described by the tensor $-g^{mn}/k^2$. In Coulomb gauge it is described by

$$
D^{00} = \frac{1}{S}, \qquad D^{0i} = D^{i0} = 0, \qquad
D^{ij} = \frac{1}{k^2}\left(\delta_{ij} - \frac{K_iK_j}{S}\right).
$$

The main theorem, `coulomb_feynman_equivalence`, assumes $K \neq 0$ and $k^2 \neq 0$ and has two parts. The first is an identity between tensors,

$$
D^{mn} = -\frac{g^{mn}}{k^2} + k^m a^n + a^m k^n,
\qquad a = \frac{(w,\,-K)}{2S\,k^2}.
$$

The second part says that $J_m D^{mn} J'_n$ is the same for both tensors whenever $k\cdot J = 0$ and $k\cdot J' = 0$.

Two further theorems, under the same assumptions on $K$ and $k^2$, complete the picture. `gaugeVector_unique` says that no other real vector can take the place of $a$ in the identity. `bareCharge_contract_eq_iff` concerns a current that consists of a unit charge density alone, and says that the two tensors give it the same self-contraction exactly when $w = 0$.

In Lean, `w` is a real number and `K` is a function from `Fin d` to the reals, so the number $d$ of space dimensions is arbitrary and $d = 3$ is the textbook case. For $d = 0$ there is no nonzero `K`, and the theorems that assume $K \neq 0$ have no instances. For $d = 1$ the spatial block of the Coulomb tensor vanishes, since there is no direction transverse to $K$.

Spacetime indices run over `Fin (d + 1)`, with time at index `0`. The spatial component $K_i$ sits at index `i.succ`. In the formulas here, $i$ and $j$ are spatial labels, while $m$ and $n$ run over time and space.

The definitions `coulomb` and `feynman` are independent of each other: the first is given block by block, the second through the metric. Both carry upper indices, and so do the currents. The function `contract` lowers the current indices with the signs in `signature`, which here means the list of diagonal entries of the metric. The vector $a$ is called `gaugeVector`; it is not the electromagnetic potential. The word "bare" in `bareCharge` means "without spatial current" and has nothing to do with renormalisation.

## Charge conservation and the instantaneous interaction

The condition $k\cdot J = 0$ is the continuity equation in momentum space. Writing $J = (\rho, j)$ with charge density $\rho$ and spatial current $j$ (a vector here, not the spatial label $j$), it reads $w\rho = K\cdot j$. Currents are complex, as transition currents between quantum states are. The function `contract` takes no complex conjugate, so any conjugation has to be contained in the current supplied to it. Since $k$ is real, the conjugate of a conserved current is conserved too.

The two contractions look quite different when they are written out:

$$
\text{Coulomb:}\quad \frac{\rho\rho'}{S} + \frac{1}{k^2}\left(j\cdot j' - \frac{(K\cdot j)(K\cdot j')}{S}\right),
\qquad
\text{Feynman:}\quad \frac{j\cdot j' - \rho\rho'}{k^2}.
$$

The first has an instantaneous part, whose factor $1/S$ does not depend on $w$, and a part carried by the transverse currents. The second treats time and space on the same footing. Conservation connects them. Substituting $K\cdot j = w\rho$ and $K\cdot j' = w\rho'$ into the Coulomb expression gives the charge terms

$$
\frac{\rho\rho'}{S} - \frac{w^2\rho\rho'}{S\,k^2}
= \frac{(k^2 - w^2)\,\rho\rho'}{S\,k^2}
= -\frac{\rho\rho'}{k^2},
$$

which is the charge term of Feynman gauge.

Relativistic electronic structure theory uses the same split, into a Coulomb repulsion and a transverse correction from which the Breit interaction follows at low frequency. The theorem bears on that split for a single exchanged photon of fixed momentum between conserved currents.

Both hypotheses on the momentum have a physical meaning. The condition $k^2 \neq 0$ says that the exchanged photon is virtual, so that the propagator is away from its pole. The condition $K \neq 0$ is needed for the Coulomb tensor to be defined. It excludes, for example, pair annihilation through one photon in the centre-of-mass frame, where the photon carries energy but no spatial momentum.

The tensors omit the factor $i$ of the propagator, the couplings and the $i\varepsilon$ prescription. The step from this model to an actual process is to show that its currents satisfy $k\cdot J = 0$. For a free electron line with both ends on shell, this follows from the Dirac equation; in the theorem it is a hypothesis.

## The difference of the tensors, entry by entry

The identity is checked in four blocks. In the time-time entry, $g^{00} = 1$ and the added term is $2wa^0 = w^2/(S\,k^2)$. Hence

$$
-\frac{1}{k^2} + \frac{w^2}{S\,k^2} = \frac{w^2 - S}{S\,k^2} = \frac{1}{S},
$$

because $w^2 - S = k^2$. In a mixed entry the metric vanishes, and the added term is

$$
k^0a^j + a^0k^j = \frac{-wK_j + wK_j}{2S\,k^2} = 0.
$$

The other mixed entries vanish by the symmetry of the added term. In the spatial block, $-g^{ij} = \delta_{ij}$, and

$$
\frac{\delta_{ij}}{k^2} + K_ia^j + a^iK_j
= \frac{\delta_{ij}}{k^2} - \frac{2K_iK_j}{2S\,k^2}
= \frac{1}{k^2}\left(\delta_{ij} - \frac{K_iK_j}{S}\right).
$$

The Lean proof first needs $S \neq 0$, which is the lemma `spatialSq_ne_zero`: a sum of squares that equals zero has only zero terms, so $S = 0$ would force $K = 0$. In `coulomb_decomposition`, the tactic `cases` with `Fin.cases` then splits each index into time and space, which produces the four blocks. In the time-time block, `field_simp` clears the denominators; the definition of $k^2$ is unfolded only afterwards, and `ring` finishes. In the spatial block, `split_ifs` separates $i = j$ from $i \neq j$, and `ring` settles both cases.

For uniqueness, suppose that a vector $b$ satisfies the same identity, and put $c = b - a$. Subtracting the two identities gives $k^mc^n + c^mk^n = 0$ for all $m$ and $n$. Choose a spatial label $i$ with $K_i \neq 0$. The diagonal entry says $2K_ic^i = 0$, so $c^i = 0$. The rest of that row then says $K_ic^n = 0$, so $c^n = 0$ for every $n$. The proof of `gaugeVector_unique` takes the same path without naming $c$: the statement `e` equates the two added terms, `hbi` settles component $i$, and `mul_left_cancel₀` divides by $K_i$.

## Each added term meets a conserved current

Contracting the added term with two currents makes the double sum factorise:

$$
J_m\,(k^ma^n + a^mk^n)\,J'_n = (k\cdot J)(a\cdot J') + (a\cdot J)(k\cdot J').
$$

The first product contains $k\cdot J$ and the second contains $k\cdot J'$. If both currents are conserved, both products vanish, whatever the values of $a\cdot J$ and $a\cdot J'$.

The lemma `contract_add_gauge` states this factorisation for an arbitrary tensor `E` and arbitrary real vectors `k` and `a`. Its proof expands the products of sums into double sums with `Finset.sum_mul_sum`, compares them term by term with `Finset.sum_congr`, and closes each comparison with `ring`. The main theorem replaces the Coulomb tensor by its decomposition, applies this lemma, and inserts the two conservation conditions `hJ` and `hJ'`. What remains is the Feynman contraction plus terms multiplied by zero.

## Charge without current, and one conserved partner

For the current $J = (1, 0)$, a contraction of $J$ with itself picks out the time-time entry of the tensor. The two gauges then differ by

$$
\frac{1}{S} - \left(-\frac{1}{k^2}\right) = \frac{w^2}{S\,k^2},
$$

which is zero exactly when $w = 0$. Since $k\cdot J = w$ for this current, that is also exactly when it is conserved: a static charge density needs no current, while one that oscillates in time does. In the proof of `bareCharge_contract_eq_iff`, the statement `hc` performs the reduction to the time-time entry, and `h00` supplies the difference from the decomposition.

In that example both currents violate conservation together. A small case in three dimensions drops only the condition on $J'$. Take $w = 1$ and $K = (2, 0, 0)$, so that $S = 4$ and $k^2 = -3$. The current $J = (2, 1, 0, 0)$ is conserved, because $k\cdot J = 1\cdot 2 - 2\cdot 1 = 0$. The current $J' = (1, 0, 0, 0)$ is not, because $k\cdot J' = 1$. The contractions are

$$
\text{Coulomb:}\quad \frac{2\cdot 1}{4} = \frac12,
\qquad
\text{Feynman:}\quad -\frac{2\cdot 1}{-3} = \frac23.
$$

The difference $-1/6$ is the surviving product $(a\cdot J)(k\cdot J')$, with $a\cdot J = -1/6$. Conservation of one current alone therefore does not guarantee that the two gauges agree.
